# With Occupations That Never Increase with Energy, the Independent-Particle Static Dielectric Matrix Has No Eigenvalue Below 1

A static charge placed in a solid displaces the electrons, and in a plane-wave calculation their response couples the Fourier components of the potential. If the electrons respond to the total potential as independent particles and no higher level is fuller than a lower one, can any combination of these components be enlarged by the response while keeping its form?

```lean
import Mathlib

open Matrix
open scoped ComplexConjugate NNReal

namespace PlaneWaveDielectric

noncomputable section

variable {S G : Type*} [Fintype S] [Fintype G] [DecidableEq G]
variable (e f : S → ℝ) (M : S → S → G → ℂ) (v : G → ℝ≥0)

/-- The occupation difference of two states divided by their energy difference,
meant for states of different energy. -/
def pairWeight (n m : S) : ℝ := (f n - f m) / (e n - e m)

/-- The static independent-particle response in plane waves, summed over all ordered pairs
of states with different energies. -/
def chi0 : Matrix G G ℂ := Matrix.of fun g g' =>
  ∑ p : S × S with e p.1 ≠ e p.2,
    (pairWeight e f p.1 p.2 : ℂ) * M p.1 p.2 g * conj (M p.1 p.2 g')

/-- The symmetrized dielectric matrix: the identity minus the response multiplied
by the square root of the interaction on both sides. -/
def symDielectric : Matrix G G ℂ := 1 - Matrix.of fun g g' =>
  ((Real.sqrt (v g) : ℝ) : ℂ) * ((Real.sqrt (v g') : ℝ) : ℂ) * chi0 e f M g g'

/-- The usual dielectric matrix: the identity minus the interaction times the response. -/
def dielectric : Matrix G G ℂ := 1 - Matrix.of fun g g' =>
  ((v g : ℝ) : ℂ) * chi0 e f M g g'

/-- The overlap of a vector `x` with the pair density of two states, weighted by the
square root of the interaction. -/
def pairOverlap (x : G → ℂ) (n m : S) : ℂ :=
  ∑ g, ((Real.sqrt (v g) : ℝ) : ℂ) * conj (M n m g) * x g

/-- The screening term: minus the sum over pairs of different energy of the pair weight
times the squared modulus of the pair overlap. -/
def screening (x : G → ℂ) : ℝ :=
  -∑ p : S × S with e p.1 ≠ e p.2,
    pairWeight e f p.1 p.2 * ‖pairOverlap M v x p.1 p.2‖ ^ 2

omit [Fintype S] in
/-- If occupations do not increase with energy, two states that differ in both energy and
occupation have a negative pair weight. -/
theorem pairWeight_neg (hf : ∀ n m, e n < e m → f m ≤ f n) {n m : S}
    (he : e n ≠ e m) (hne : f n ≠ f m) : pairWeight e f n m < 0 := by
  unfold pairWeight
  rcases lt_or_gt_of_ne he with h | h
  · have h1 : f m < f n := lt_of_le_of_ne (hf n m h) hne.symm
    exact div_neg_of_pos_of_neg (by linarith) (by linarith)
  · have h1 : f n < f m := lt_of_le_of_ne (hf m n h) hne
    exact div_neg_of_neg_of_pos (by linarith) (by linarith)

omit [DecidableEq G] in
/-- If occupations do not increase with energy, the screening term is nonnegative. It vanishes
exactly when `x` has zero overlap with every pair that differs in energy and occupation. -/
theorem screening_nonneg (hf : ∀ n m, e n < e m → f m ≤ f n) (x : G → ℂ) :
    0 ≤ screening e f M v x ∧ (screening e f M v x = 0 ↔
      ∀ n m, e n ≠ e m → f n ≠ f m → pairOverlap M v x n m = 0) := by
  have hterm : ∀ p ∈ Finset.univ.filter (fun p : S × S => e p.1 ≠ e p.2),
      pairWeight e f p.1 p.2 * ‖pairOverlap M v x p.1 p.2‖ ^ 2 ≤ 0 := by
    intro p hp
    by_cases h : f p.1 = f p.2
    · simp [pairWeight, h]
    · have hw := pairWeight_neg e f hf (Finset.mem_filter.mp hp).2 h
      nlinarith [mul_nonneg (neg_nonneg.mpr hw.le)
        (sq_nonneg ‖pairOverlap M v x p.1 p.2‖)]
  refine ⟨neg_nonneg.mpr (Finset.sum_nonpos hterm), ?_⟩
  rw [screening, neg_eq_zero, Finset.sum_eq_zero_iff_of_nonpos hterm]
  constructor
  · intro h n m he hne
    have h0 := h (n, m) (Finset.mem_filter.mpr ⟨Finset.mem_univ _, he⟩)
    rcases mul_eq_zero.mp h0 with h1 | h1
    · exact absurd h1 (pairWeight_neg e f hf he hne).ne
    · exact norm_eq_zero.mp (pow_eq_zero_iff two_ne_zero |>.mp h1)
  · intro h p hp
    by_cases hne : f p.1 = f p.2
    · simp [pairWeight, hne]
    · simp [h p.1 p.2 (Finset.mem_filter.mp hp).2 hne]

/-- The symmetrized dielectric matrix subtracts from `x` a sum over pairs of different energy: the
pair density times the square root of the interaction, the pair weight and the pair overlap with
`x`. -/
theorem symDielectric_mulVec (x : G → ℂ) :
    symDielectric e f M v *ᵥ x = x - fun g => ∑ p : S × S with e p.1 ≠ e p.2,
      (pairWeight e f p.1 p.2 : ℂ) * (((Real.sqrt (v g) : ℝ) : ℂ) * M p.1 p.2 g) *
        pairOverlap M v x p.1 p.2 := by
  unfold symDielectric
  rw [Matrix.sub_mulVec, Matrix.one_mulVec]
  congr 1
  funext g
  simp only [Matrix.mulVec, dotProduct, Matrix.of_apply, chi0, pairOverlap,
    Finset.mul_sum, Finset.sum_mul]
  rw [Finset.sum_comm]
  refine Finset.sum_congr rfl fun p _ => Finset.sum_congr rfl fun g' _ => ?_
  ring

omit [DecidableEq G] in
/-- The product of a complex vector with its own conjugate is the sum of squared moduli. -/
theorem star_dot_self (x : G → ℂ) : star x ⬝ᵥ x = ((∑ g, ‖x g‖ ^ 2 : ℝ) : ℂ) := by
  simp only [dotProduct, Pi.star_apply, Complex.ofReal_sum, Complex.ofReal_pow]
  exact Finset.sum_congr rfl fun g _ => Complex.conj_mul' (x g)

/-- The quadratic form of the symmetrized dielectric matrix is the squared norm of the vector
plus the screening term. -/
theorem quadratic_form (x : G → ℂ) : star x ⬝ᵥ (symDielectric e f M v *ᵥ x) =
    ((∑ g, ‖x g‖ ^ 2 + screening e f M v x : ℝ) : ℂ) := by
  have hover : ∀ p : S × S, ∑ g, conj (x g) * (((Real.sqrt (v g) : ℝ) : ℂ) * M p.1 p.2 g)
      = conj (pairOverlap M v x p.1 p.2) := by
    intro p
    simp only [pairOverlap, map_sum, map_mul, Complex.conj_ofReal, Complex.conj_conj]
    exact Finset.sum_congr rfl fun g _ => by ring
  rw [symDielectric_mulVec, dotProduct_sub, star_dot_self, screening, Complex.ofReal_add,
    Complex.ofReal_neg, ← sub_eq_add_neg]
  congr 1
  rw [Complex.ofReal_sum]
  simp only [dotProduct, Pi.star_apply, Complex.star_def, Finset.mul_sum]
  -- exchange the sums over plane waves and pairs
  rw [Finset.sum_comm]
  refine Finset.sum_congr rfl fun p _ => ?_
  rw [Complex.ofReal_mul, Complex.ofReal_pow, ← Complex.conj_mul', ← hover p,
    Finset.sum_mul, Finset.mul_sum]
  exact Finset.sum_congr rfl fun g _ => by ring

/-- If occupations do not increase with energy and the interaction is nonnegative, the
symmetrized dielectric matrix is Hermitian and all its eigenvalues are real and at least 1. -/
theorem symDielectric_hermitian_and_eigenvalues_ge_one
    (hf : ∀ n m, e n < e m → f m ≤ f n) :
    (symDielectric e f M v).IsHermitian ∧
      ∀ (μ : ℂ) (x : G → ℂ), x ≠ 0 → symDielectric e f M v *ᵥ x = μ • x →
        ∃ r : ℝ, 1 ≤ r ∧ μ = r := by
  constructor
  · refine Matrix.isHermitian_one.sub (Matrix.IsHermitian.ext fun i j => ?_)
    simp only [Matrix.of_apply, chi0, Complex.star_def, map_mul, map_sum,
      Complex.conj_ofReal, Complex.conj_conj, Finset.mul_sum]
    exact Finset.sum_congr rfl fun p _ => by ring
  · intro μ x hx h
    have hq := quadratic_form e f M v x
    rw [h, dotProduct_smul, smul_eq_mul, star_dot_self] at hq
    have hs := (screening_nonneg e f M v hf x).1
    have hN : 0 < ∑ g, ‖x g‖ ^ 2 := by
      obtain ⟨g, hg⟩ := Function.ne_iff.mp hx
      have hg' : 0 < ‖x g‖ := norm_pos_iff.mpr hg
      exact Finset.sum_pos' (fun _ _ => by positivity) ⟨g, Finset.mem_univ g, by positivity⟩
    -- the eigenvalue is the Rayleigh quotient
    refine ⟨(∑ g, ‖x g‖ ^ 2 + screening e f M v x) / ∑ g, ‖x g‖ ^ 2, ?_, ?_⟩
    · rw [le_div_iff₀ hN]
      linarith
    · rw [Complex.ofReal_div, eq_div_iff (Complex.ofReal_ne_zero.mpr hN.ne'), hq]

/-- If occupations do not increase with energy, the symmetrized dielectric matrix leaves `x`
unchanged exactly when `x` has zero overlap with every pair differing in energy and occupation. -/
theorem unscreened_iff (hf : ∀ n m, e n < e m → f m ≤ f n) (x : G → ℂ) :
    symDielectric e f M v *ᵥ x = x ↔
      ∀ n m, e n ≠ e m → f n ≠ f m → pairOverlap M v x n m = 0 := by
  constructor
  · intro h
    have hq := quadratic_form e f M v x
    rw [h, star_dot_self] at hq
    have hr := Complex.ofReal_injective hq
    exact (screening_nonneg e f M v hf x).2.mp (by linarith)
  · intro h
    rw [symDielectric_mulVec]
    funext g
    rw [Pi.sub_apply, Finset.sum_eq_zero, sub_zero]
    intro p hp
    by_cases hne : f p.1 = f p.2
    · simp [pairWeight, hne]
    · simp [h p.1 p.2 (Finset.mem_filter.mp hp).2 hne]

/-- If occupations do not increase with energy and the interaction is nonnegative, all
eigenvalues of the usual dielectric matrix are real and at least 1. -/
theorem dielectric_eigenvalues_ge_one (hf : ∀ n m, e n < e m → f m ≤ f n)
    (μ : ℂ) (x : G → ℂ) (hx : x ≠ 0) (h : dielectric e f M v *ᵥ x = μ • x) :
    ∃ r : ℝ, 1 ≤ r ∧ μ = r := by
  by_cases hμ : μ = 1
  · exact ⟨1, le_rfl, by simp [hμ]⟩
  -- carry the eigenvector over to the symmetrized matrix
  obtain ⟨y, hy⟩ : ∃ y : G → ℂ, ∀ g, y g =
      ((Real.sqrt (v g) : ℝ) : ℂ) * ∑ g', chi0 e f M g g' * x g' := ⟨_, fun _ => rfl⟩
  have hxy : ∀ g, ((Real.sqrt (v g) : ℝ) : ℂ) * y g = (1 - μ) * x g := by
    intro g
    have hg := congrFun h g
    unfold dielectric at hg
    rw [Matrix.sub_mulVec, Matrix.one_mulVec] at hg
    change x g - ∑ g', ((v g : ℝ) : ℂ) * chi0 e f M g g' * x g' = μ * x g at hg
    simp only [mul_assoc] at hg
    rw [← Finset.mul_sum] at hg
    have hv : ((Real.sqrt (v g) : ℝ) : ℂ) * ((Real.sqrt (v g) : ℝ) : ℂ) = ((v g : ℝ) : ℂ) := by
      rw [← Complex.ofReal_mul, Real.mul_self_sqrt (NNReal.coe_nonneg (v g))]
    rw [hy g, ← mul_assoc, hv]
    linear_combination -hg
  refine (symDielectric_hermitian_and_eigenvalues_ge_one e f M v hf).2 μ y ?_ ?_
  · intro h0
    apply hx
    funext g
    have hg := hxy g
    rw [h0, Pi.zero_apply, mul_zero] at hg
    exact (mul_eq_zero.mp hg.symm).resolve_left (sub_ne_zero.mpr (Ne.symm hμ))
  · funext g
    have key : ∑ g', ((Real.sqrt (v g) : ℝ) : ℂ) * ((Real.sqrt (v g') : ℝ) : ℂ) *
        chi0 e f M g g' * y g' = (1 - μ) * y g := by
      rw [hy g, Finset.mul_sum, Finset.mul_sum]
      refine Finset.sum_congr rfl fun g' _ => ?_
      linear_combination (((Real.sqrt (v g) : ℝ) : ℂ) * chi0 e f M g g') * hxy g'
    unfold symDielectric
    rw [Matrix.sub_mulVec, Matrix.one_mulVec]
    change y g - ∑ g', ((Real.sqrt (v g) : ℝ) : ℂ) * ((Real.sqrt (v g') : ℝ) : ℂ) *
        chi0 e f M g g' * y g' = μ * y g
    linear_combination -key

/-- For two levels at energies 0 and 1 with only the upper one occupied, one plane wave, and
unit pair densities and interaction, the symmetrized dielectric matrix is the number -1. -/
theorem inverted_occupation :
    symDielectric (S := Fin 2) (G := Fin 1) ![0, 1] ![0, 1] (fun _ _ _ => 1) (fun _ => 1)
      = !![-1] := by
  ext i j
  fin_cases i
  fin_cases j
  simp [symDielectric, chi0, pairWeight, Finset.sum_filter, Fintype.sum_prod_type,
    Fin.sum_univ_two]

end

end PlaneWaveDielectric
```

```lean
#print axioms PlaneWaveDielectric.unscreened_iff
-- 'PlaneWaveDielectric.unscreened_iff' depends on axioms: [propext, Classical.choice, Quot.sound]
#print axioms PlaneWaveDielectric.dielectric_eigenvalues_ge_one
-- 'PlaneWaveDielectric.dielectric_eigenvalues_ge_one' depends on axioms: [propext, Classical.choice, Quot.sound]
#print axioms PlaneWaveDielectric.inverted_occupation
-- 'PlaneWaveDielectric.inverted_occupation' depends on axioms: [propext, Classical.choice, Quot.sound]
```

## The matrix and the bound on its spectrum

Let $n,m$ label one-particle states with energies $e_n$ and occupations $f_n$, and let $g,g'$ label plane waves. The pair density $M_{nm}(g)$ is the matrix element of plane wave $g$ between the two states, and $v(g)\ge 0$ is the interaction. With the pair weight

$$w_{nm}=\frac{f_n-f_m}{e_n-e_m},$$

the static response and the symmetrized dielectric matrix are

$$\chi_0(g,g')=\sum_{e_n\ne e_m} w_{nm}\,M_{nm}(g)\,\overline{M_{nm}(g')},\qquad
\tilde\varepsilon(g,g')=\delta_{gg'}-\sqrt{v(g)\,v(g')}\;\chi_0(g,g').$$

In Lean these are `pairWeight`, `chi0` and `symDielectric`. The finite types `S` and `G` hold the states and the plane waves, and `ℝ≥0` builds the sign of the interaction into its type.

The main theorem, `symDielectric_hermitian_and_eigenvalues_ge_one`, has one further hypothesis, `hf`: whenever $e_n<e_m$, also $f_m\le f_n$. It concludes that $\tilde\varepsilon$ is Hermitian. It also takes any complex number $\mu$ and nonzero vector $x$ with $\tilde\varepsilon x=\mu x$, and produces a real $r\ge 1$ equal to $\mu$.

## Which electrons and which screening

The hypothesis `hf` stands for equilibrium filling: levels filled from the bottom satisfy it, as do Fermi–Dirac occupations with one chemical potential at any positive temperature. A population inversion violates it. States of equal energy may be occupied differently, and occupations need not lie between 0 and 1.

The sum runs over ordered pairs, so $(n,m)$ and $(m,n)$ both contribute. The array $M$ is arbitrary; no relation between $M_{nm}$ and $M_{mn}$ is assumed, and positive prefactors for spin or cell volume can be absorbed into it. States at different crystal momenta can share the type `S`, with $M$ set to zero for pairs that a given momentum transfer does not connect.

The response $\chi_0$ is that of non-interacting electrons to the total potential at zero frequency, and $1-v\chi_0$ is the dielectric matrix of the random-phase approximation, without an exchange-correlation kernel. Each $v(g)$ is a finite number, so the divergent Coulomb term at zero wave vector would need a separate limit. Degenerate pairs are left out, including the limiting terms that a smooth occupation function would give them in a metal.

For a static plane-wave screening calculation within this finite, independent-particle model, an eigenvalue below 1 by more than numerical error signals a violated hypothesis or a mistake in the construction. Under `hf`, ordinary linear algebra adds a consequence that the file does not state: $1-v\chi_0$ is invertible, and the eigenvalues of its inverse lie in $(0,1]$. This inverse turns the external potential into the total one, so a combination of Fourier components that keeps its form is never enlarged.

## From the sign of one pair to the whole spectrum

**Hermiticity.** The weights and square roots are real. Exchanging $g$ and $g'$ and conjugating therefore turns each term $w_{nm}M_{nm}(g)\overline{M_{nm}(g')}$ back into itself. The first half of the main proof does this term by term and subtracts the resulting Hermitian matrix from the identity.

**The pair weight.** Take a pair that differs in both energy and occupation. If $e_n<e_m$, then $f_n>f_m$, so the numerator is positive and the denominator negative. If $e_n>e_m$, both signs are reversed. Either way $w_{nm}<0$, which is `pairWeight_neg`, with the same two cases. If the occupations agree, $w_{nm}=0$.

**The quadratic form.** Define the overlap of a vector $x$ with a pair, `pairOverlap`, by

$$o_{nm}(x)=\sum_g\sqrt{v(g)}\;\overline{M_{nm}(g)}\;x(g).$$

Carrying out the sum over $g'$ first gives `symDielectric_mulVec`:

$$(\tilde\varepsilon x)(g)=x(g)-\sum_{e_n\ne e_m}w_{nm}\sqrt{v(g)}\,M_{nm}(g)\,o_{nm}(x).$$

Now multiply by $\overline{x(g)}$ and sum over $g$. The sum $\sum_g\overline{x(g)}\sqrt{v(g)}M_{nm}(g)$ is $\overline{o_{nm}(x)}$, so each pair contributes a squared modulus:

$$x^\dagger\tilde\varepsilon x=\|x\|^2+s(x),\qquad
s(x)=-\sum_{e_n\ne e_m}w_{nm}\,|o_{nm}(x)|^2,$$

where $\|x\|^2=\sum_g|x(g)|^2$. This is `quadratic_form`, and $s(x)$ is `screening`. The local fact `hover` identifies the conjugate overlap, and `Finset.sum_comm` exchanges the sums over plane waves and pairs.

**The screening term.** Since every $w_{nm}\le 0$, we have $s(x)\ge 0$. A sum of nonnegative terms vanishes only if each term does, so $s(x)=0$ exactly when $o_{nm}(x)=0$ for every pair that differs in energy and occupation. Both statements make up `screening_nonneg`.

**The eigenvalue.** If $\tilde\varepsilon x=\mu x$ with $x\ne 0$, the quadratic form also equals $\mu\|x\|^2$. Dividing by $\|x\|^2>0$ gives

$$\mu=1+\frac{s(x)}{\|x\|^2}\ge 1,$$

or simply $\mu=1+s(x)$ for a normalized eigenvector. The Lean proof supplies this quotient as the real number $r$.

## Vectors that are not screened

The theorem `unscreened_iff` says that, under `hf`, $\tilde\varepsilon x=x$ exactly when $x$ has zero overlap with every pair that differs in energy and occupation. In one direction, $\tilde\varepsilon x=x$ turns the quadratic form into $\|x\|^2=\|x\|^2+s(x)$, so $s(x)=0$ and the overlaps vanish. In the other, every term subtracted from $x$ in the formula for $\tilde\varepsilon x$ is zero, because either its weight or its overlap vanishes.

## The same bound for the non-Hermitian form

The usual matrix $\varepsilon=1-v\chi_0$, called `dielectric`, is in general not Hermitian, yet `dielectric_eigenvalues_ge_one` gives it the same bound. Let $\varepsilon x=\mu x$ with $x\ne 0$. If $\mu=1$, there is nothing left to show. Otherwise, treat $v$ as a diagonal matrix and set $y=\sqrt v\,\chi_0x$. Then

$$\sqrt v\,y=v\chi_0x=(1-\mu)x,$$

which is `hxy`. The right-hand side is nonzero, so $y\ne 0$. Applying $\sqrt v\,\chi_0$ to both sides gives

$$\sqrt v\,\chi_0\sqrt v\,y=(1-\mu)\sqrt v\,\chi_0x=(1-\mu)y,$$

which is `key`. Hence $\tilde\varepsilon y=\mu y$, and the main theorem applies to $\mu$. No step divides by $\sqrt v$, so the interaction may vanish for some plane waves.

## Two levels and one plane wave

With a single state there is no pair of different energies, so $\tilde\varepsilon$ is the identity and, if there is at least one plane wave, the bound 1 is attained.

The smallest case with a response has two levels and one plane wave. As illustrative numbers, with prefactors absorbed into $M$, take energies 0 and 1 and set all entries of $M$ and the interaction to 1. If only the lower level is occupied, each of the two ordered pairs has weight $-1$, and $\tilde\varepsilon=1+2=3$. Moving the occupation to the upper level changes both weights to $+1$, and $\tilde\varepsilon=1-2=-1$. The theorem `inverted_occupation` records this second value, which shows that the bound can fail when `hf` does.
